# A positive continuous function g(x + y) splits into u(x)v(y) for all real x and y exactly when g is exponential

In second-order Møller–Plesset theory with canonical Hartree–Fock orbitals, the correlation energy of a molecule is a sum over pairs of electrons excited from occupied orbitals $i,j$ to virtual orbitals $a,b$. Each term is divided by $\varepsilon_a+\varepsilon_b-\varepsilon_i-\varepsilon_j$, where $\varepsilon_p$ is the energy of orbital $p$. The denominator ties all four indices together, so in general the sums over $(i,a)$ and $(j,b)$ can't be done separately as they stand, even when the integrals in the numerator would allow it. Which functions of a summed energy do split into one factor per contribution?

## Exponentials split, and the reciprocal is an integral over them

Let $g$ be a continuous real function on the whole real line, not identically zero. If there are real functions $u$ and $v$ with

$$g(x+y)=u(x)\,v(y)\qquad\text{for all real }x,y,$$

then $g(x)=C e^{-tx}$ with real constants $C\neq0$ and $t$. The factors need not be continuous at the outset; they turn out to be multiples of the same exponential. If $g$ is positive everywhere, then $C>0$, and conversely every such exponential splits.

The reciprocal $1/(x+y)$ doesn't split, even if $x$ and $y$ each take only two distinct positive values. It is, however, an integral over functions that do. Whenever $\varepsilon_a+\varepsilon_b-\varepsilon_i-\varepsilon_j>0$,

$$\frac{1}{\varepsilon_a+\varepsilon_b-\varepsilon_i-\varepsilon_j}=\int_0^\infty e^{-t\varepsilon_a}\,e^{-t\varepsilon_b}\,e^{t\varepsilon_i}\,e^{t\varepsilon_j}\,dt .$$

In both formulas $t$ is an inverse energy. In the first it is a fixed constant of either sign; in the second it is the integration variable.

## Laplace-transformed second-order energies

Codes for Laplace-transformed second-order perturbation theory use this integral for systems with a positive gap, and replace it by a finite sum over nodes $t_k$ with weights $w_k$. Take the opposite-spin energy of a closed shell with real spatial orbitals, where $(ia|jb)$ is the Coulomb repulsion integral between the orbital products $ia$ and $jb$,

$$E_{\mathrm{OS}}=-\sum_{iajb}\frac{(ia|jb)^2}{\varepsilon_a+\varepsilon_b-\varepsilon_i-\varepsilon_j},$$

and density-fitted integrals $(ia|jb)=\sum_P B^P_{ia}B^P_{jb}$, where $P$ and $Q$ label auxiliary functions. At each node the exponentials attach to the pairs $(i,a)$ and $(j,b)$ separately, which gives

$$E_{\mathrm{OS}}\approx-\sum_k w_k\sum_{PQ}X_{PQ}(t_k)^2,\qquad X_{PQ}(t)=\sum_{ia}B^P_{ia}B^Q_{ia}\,e^{-t(\varepsilon_a-\varepsilon_i)} .$$

Building $X$ scales as the fourth power of the system size for a fixed number of nodes, whereas assembling all $(ia|jb)$ scales as the fifth.

## From the product rule to the exponential

**Eliminating the factors.** Setting one or both arguments to zero gives $g(0)=u(0)v(0)$, $g(x)=u(x)v(0)$ and $g(y)=u(0)v(y)$. Therefore

$$g(x)g(y)=u(x)v(0)\,u(0)v(y)=g(x+y)\,g(0).$$

**No zeros and no change of sign.** Choose $z$ with $g(z)\neq0$. With both arguments equal to $z$, the relation reads $g(2z)g(0)=g(z)^2\neq0$, so $g(0)\neq0$. With arguments $x/2$ and $-x/2$ it reads $g(0)^2=g(x/2)g(-x/2)$, so $g(x/2)\neq0$. With both arguments equal to $x/2$,

$$g(x)g(0)=g(x/2)^2>0 .$$

Hence $g(x)/g(0)>0$ for every $x$.

**Taking the logarithm.** Dividing the product relation by $g(0)^2$ gives

$$\frac{g(x+y)}{g(0)}=\frac{g(x)}{g(0)}\,\frac{g(y)}{g(0)} .$$

Define $L(x)=\ln[g(x)/g(0)]$. Then $L(x+y)=L(x)+L(y)$, and $L$ is continuous because $g$ is. Additivity gives $L(nx)=nL(x)$ for every integer $n$, hence $L(p/q)=(p/q)L(1)$ for every rational $p/q$. Rationals are dense in the reals, so continuity gives $L(x)=xL(1)$ for every real $x$. With $C=g(0)$ and $t=-L(1)$,

$$g(x)=g(0)e^{L(x)}=Ce^{-tx}.$$

If $g$ is positive, so is $C=g(0)$. Conversely, $Ce^{-t(x+y)}=(Ce^{-tx})(e^{-ty})$ is a product of the required kind.

**Recovering the factors.** Since $u(0)v(0)=C\neq0$, neither $u(0)$ nor $v(0)$ is zero. From $u(x)v(0)=g(x)$ and $u(0)v(y)=g(y)$,

$$u(x)=\frac{C}{v(0)}e^{-tx},\qquad v(y)=\frac{C}{u(0)}e^{-ty}.$$

**The reciprocal on a two-by-two grid.** Let $x_1\neq x_2$ and $y_1\neq y_2$ be positive gaps. If $1/(x+y)=u(x)v(y)$ at all four combinations, both products below equal $u(x_1)u(x_2)v(y_1)v(y_2)$:

$$\frac{1}{(x_1+y_1)(x_2+y_2)}=\frac{1}{(x_1+y_2)(x_2+y_1)} .$$

The denominators would then be equal, but

$$(x_1+y_2)(x_2+y_1)-(x_1+y_1)(x_2+y_2)=(x_1-x_2)(y_1-y_2)\neq0 .$$

**The integral.** Write $\Delta=\varepsilon_a+\varepsilon_b-\varepsilon_i-\varepsilon_j>0$. The four exponentials multiply to $e^{-\Delta t}$, and the substitution $s=\Delta t$ gives

$$\int_0^\infty e^{-\Delta t}\,dt=\frac1\Delta\int_0^\infty e^{-s}\,ds=\frac1\Delta .$$

## The Lean source

```lean
import Mathlib

open MeasureTheory

namespace LaplaceFactorisation

/-- A function of a sum of two energies decouples if it is a product of a factor depending
on the first energy and a factor depending on the second. -/
def Decouples (g : ℝ → ℝ) : Prop :=
  ∃ u v : ℝ → ℝ, ∀ x y, g (x + y) = u x * v y

/-- The unknown factors can be eliminated: a decoupling function satisfies
`g (x + y) g 0 = g x g y`. -/
theorem decouples_mul {g : ℝ → ℝ} (h : Decouples g) (x y : ℝ) :
    g (x + y) * g 0 = g x * g y := by
  obtain ⟨u, v, h⟩ := h
  have h0 : g 0 = u 0 * v 0 := by rw [← h 0 0, add_zero]
  have hx : g x = u x * v 0 := by rw [← h x 0, add_zero]
  have hy : g y = u 0 * v y := by rw [← h 0 y, zero_add]
  rw [h x y, h0, hx, hy]
  ring

/-- A decoupling function that is nonzero at some energy vanishes nowhere and has the same
sign at every energy as at zero. -/
theorem decouples_same_sign {g : ℝ → ℝ} (h : Decouples g) (hne : ∃ z, g z ≠ 0) (x : ℝ) :
    0 < g x * g 0 := by
  have h0 : g 0 ≠ 0 := by
    intro h0
    obtain ⟨z, hz⟩ := hne
    have hzz := decouples_mul h z z
    rw [h0, mul_zero] at hzz
    exact hz (mul_self_eq_zero.mp hzz.symm)
  -- halving the energy exhibits the product as a square
  have a := decouples_mul h (x / 2) (x / 2)
  rw [add_halves] at a
  have b := decouples_mul h (x / 2) (-(x / 2))
  rw [add_neg_cancel] at b
  have hn : g (x / 2) ≠ 0 := by
    intro hz
    rw [hz, zero_mul] at b
    exact h0 (mul_self_eq_zero.mp b)
  rw [a]
  exact mul_self_pos.mpr hn

/-- A continuous decoupling function that is not identically zero has the form `C exp (-t x)` with
`C ≠ 0`. -/
theorem exponential_of_decouples {g : ℝ → ℝ} (hg : Continuous g) (h : Decouples g)
    (hne : ∃ z, g z ≠ 0) :
    ∃ C t : ℝ, C ≠ 0 ∧ ∀ x, g x = C * Real.exp (-(t * x)) := by
  have hs := decouples_same_sign h hne
  have h0 : g 0 ≠ 0 := right_ne_zero_of_mul (hs 0).ne'
  have hq : ∀ x, 0 < g x / g 0 := by
    intro x
    have e : g x / g 0 = g x * g 0 / (g 0) ^ 2 := by field_simp
    rw [e]
    exact div_pos (hs x) (by positivity)
  -- the logarithm of the normalised function is additive
  have hadd : ∀ x y, Real.log (g (x + y) / g 0)
      = Real.log (g x / g 0) + Real.log (g y / g 0) := by
    intro x y
    have e : g (x + y) / g 0 = g x / g 0 * (g y / g 0) := by
      rw [div_mul_div_comm, div_eq_div_iff h0 (mul_ne_zero h0 h0)]
      linear_combination g 0 * decouples_mul h x y
    rw [e, Real.log_mul (hq x).ne' (hq y).ne']
  obtain ⟨L, hL⟩ : ∃ L : ℝ →+ ℝ, ∀ x, L x = Real.log (g x / g 0) :=
    ⟨AddMonoidHom.mk' (fun x => Real.log (g x / g 0)) hadd, fun _ => rfl⟩
  have hc : Continuous L := by
    rw [show (L : ℝ → ℝ) = fun x => Real.log (g x / g 0) from funext hL]
    exact Continuous.log (hg.div_const _) (fun x => (hq x).ne')
  refine ⟨g 0, -L 1, h0, fun x => ?_⟩
  -- a continuous additive function is linear
  have hlin : L x = x * L 1 := by
    have e := map_real_smul L hc x 1
    simpa only [smul_eq_mul, mul_one] using e
  calc g x = g 0 * (g x / g 0) := by field_simp
    _ = g 0 * Real.exp (L x) := by rw [hL, Real.exp_log (hq x)]
    _ = g 0 * Real.exp (-(-L 1 * x)) := by
      rw [hlin, show -(-L 1 * x) = x * L 1 by ring]

/-- A continuous positive function of the energy decouples exactly when it is
`C exp (-t x)` for some `C > 0` and real `t`. -/
theorem decouples_iff_exponential {g : ℝ → ℝ} (hg : Continuous g) (hpos : ∀ x, 0 < g x) :
    Decouples g ↔ ∃ C t : ℝ, 0 < C ∧ ∀ x, g x = C * Real.exp (-(t * x)) := by
  constructor
  · intro h
    obtain ⟨C, t, -, hC⟩ := exponential_of_decouples hg h ⟨0, (hpos 0).ne'⟩
    refine ⟨C, t, ?_, hC⟩
    have h0 := hpos 0
    rw [hC 0] at h0
    exact pos_of_mul_pos_left h0 (Real.exp_pos _).le
  · rintro ⟨C, t, -, hC⟩
    refine ⟨fun x => C * Real.exp (-(t * x)), fun y => Real.exp (-(t * y)), fun x y => ?_⟩
    rw [hC, mul_assoc, ← Real.exp_add,
      show -(t * (x + y)) = -(t * x) + -(t * y) by ring]

/-- If a continuous function that is not identically zero is decoupled by `u` and `v`, then
both factors are nonzero multiples of one and the same exponential. -/
theorem factors_exponential {g u v : ℝ → ℝ} (hg : Continuous g)
    (h : ∀ x y, g (x + y) = u x * v y) (hne : ∃ z, g z ≠ 0) :
    ∃ A B t : ℝ, A ≠ 0 ∧ B ≠ 0 ∧ (∀ x, u x = A * Real.exp (-(t * x))) ∧
      ∀ y, v y = B * Real.exp (-(t * y)) := by
  obtain ⟨C, t, hC, hx⟩ := exponential_of_decouples hg ⟨u, v, h⟩ hne
  have hp : u 0 * v 0 ≠ 0 := by
    rw [← h 0 0, hx]
    exact mul_ne_zero hC (Real.exp_ne_zero _)
  have hu : u 0 ≠ 0 := left_ne_zero_of_mul hp
  have hv : v 0 ≠ 0 := right_ne_zero_of_mul hp
  refine ⟨C / v 0, C / u 0, t, div_ne_zero hC hv, div_ne_zero hC hu,
    fun x => ?_, fun y => ?_⟩
  · rw [div_mul_eq_mul_div, eq_div_iff hv, ← h x 0, add_zero, hx]
  · rw [div_mul_eq_mul_div, eq_div_iff hu, mul_comm (v y), ← h 0 y, zero_add, hx]

/-- The reciprocal `1 / (x + y)` is not a product of one-gap factors, even when each of the two
positive gaps takes only two distinct values. -/
theorem denominator_not_decoupled {x₁ x₂ y₁ y₂ : ℝ} (hx₁ : 0 < x₁) (hx₂ : 0 < x₂)
    (hy₁ : 0 < y₁) (hy₂ : 0 < y₂) (hx : x₁ ≠ x₂) (hy : y₁ ≠ y₂) (u v : ℝ → ℝ) :
    ¬ ∀ x ∈ ({x₁, x₂} : Set ℝ), ∀ y ∈ ({y₁, y₂} : Set ℝ), 1 / (x + y) = u x * v y := by
  intro h
  -- a product table has equal cross products
  have key : 1 / (x₁ + y₁) * (1 / (x₂ + y₂)) = 1 / (x₁ + y₂) * (1 / (x₂ + y₁)) := by
    rw [h x₁ (by simp) y₁ (by simp), h x₂ (by simp) y₂ (by simp),
      h x₁ (by simp) y₂ (by simp), h x₂ (by simp) y₁ (by simp)]
    ring
  rw [div_mul_div_comm, div_mul_div_comm,
    div_eq_div_iff (by positivity) (by positivity)] at key
  have hz : (x₁ - x₂) * (y₁ - y₂) = 0 := by linear_combination key
  exact mul_ne_zero (sub_ne_zero.mpr hx) (sub_ne_zero.mpr hy) hz

/-- If `ea + eb - ei - ej` is positive, its reciprocal is an integral over products of four
exponentials, each containing a single orbital energy. -/
theorem laplace_denominator (ea eb ei ej : ℝ) (h : 0 < ea + eb - ei - ej) :
    ∫ t in Set.Ioi (0 : ℝ), Real.exp (-(t * ea)) * Real.exp (-(t * eb)) *
      Real.exp (t * ei) * Real.exp (t * ej) = 1 / (ea + eb - ei - ej) := by
  have e : ∀ t : ℝ, Real.exp (-(t * ea)) * Real.exp (-(t * eb)) *
      Real.exp (t * ei) * Real.exp (t * ej) = Real.exp (-((ea + eb - ei - ej) * t)) := by
    intro t
    rw [← Real.exp_add, ← Real.exp_add, ← Real.exp_add]
    congr 1
    ring
  simp_rw [e]
  -- rescale the integration variable by the gap
  have hs := integral_comp_mul_left_Ioi (fun s : ℝ => Real.exp (-s)) 0 h
  simp only [mul_zero, integral_exp_neg_Ioi_zero, smul_eq_mul, mul_one] at hs
  rw [one_div]
  exact hs

end LaplaceFactorisation
```

```lean
#print axioms LaplaceFactorisation.decouples_iff_exponential
-- 'LaplaceFactorisation.decouples_iff_exponential' depends on axioms: [propext, Classical.choice, Quot.sound]
#print axioms LaplaceFactorisation.factors_exponential
-- 'LaplaceFactorisation.factors_exponential' depends on axioms: [propext, Classical.choice, Quot.sound]
#print axioms LaplaceFactorisation.denominator_not_decoupled
-- 'LaplaceFactorisation.denominator_not_decoupled' depends on axioms: [propext, Classical.choice, Quot.sound]
#print axioms LaplaceFactorisation.laplace_denominator
-- 'LaplaceFactorisation.laplace_denominator' depends on axioms: [propext, Classical.choice, Quot.sound]
```

## The algebra in Lean

`decouples_mul` eliminates the factors. Its hypotheses `h0`, `hx` and `hy` are the three evaluations at zero, and `ring` compares the resulting products. `decouples_same_sign` first excludes $g(0)=0$, then uses `add_halves` to write $g(x)g(0)$ as the square of $g(x/2)$.

In `exponential_of_decouples`, `hq` states that $g(x)/g(0)$ is positive and `hadd` that its logarithm is additive. The additive function is packaged as `L`, so that Mathlib's `map_real_smul` can supply the step from additive and continuous to linear; this replaces the argument through the rationals. The final `calc` block turns the logarithm back into $g$.

`decouples_iff_exponential` adds the sign of $C$ and the explicit factors for the converse. `factors_exponential` divides by $v(0)$ and $u(0)$, as in the derivation.

In `denominator_not_decoupled`, `key` is the equality of the cross products. Clearing the denominators and applying `linear_combination` leaves $(x_1-x_2)(y_1-y_2)=0$, which contradicts the two inequalities. In `laplace_denominator`, `e` merges the four exponentials and `integral_comp_mul_left_Ioi` performs the substitution $s=\Delta t$.

## Exact for real energies, with the quadrature error left open

**Energies and factors.** Energies are plain real numbers (`ℝ`), so units must be consistent before the formulas are applied. `Decouples g` says that some `u` and `v` satisfy the product rule for all real arguments; the usual word for this property is separable. The hypothesis `∃ z, g z ≠ 0` says that `g` is not identically zero. The names `ea`, `eb`, `ei` and `ej` stand for $\varepsilon_a$, $\varepsilon_b$, $\varepsilon_i$ and $\varepsilon_j$, and `Set.Ioi (0 : ℝ)` is the range $t>0$.

**The sign of the denominator.** The theorem uses virtual minus occupied energies, so the minus sign of the second-order energy has to come from elsewhere in the code. The hypothesis `0 < ea + eb - ei - ej` means that the double excitation costs energy at the level of orbital energies. It holds for every term if all virtual levels lie above all occupied ones. For a zero or negative value the integral diverges, and at zero the reciprocal itself is undefined.

**Quadrature.** The step from the theorem to a running program is the replacement of the integral by a finite sum. Nothing here bounds that error, chooses the nodes or says how many are needed. Their choice depends on the range of $\Delta$ in the system and on the accuracy wanted. The identity does supply an exact reference: for any $\Delta$ in that range, $\sum_k w_k e^{-t_k\Delta}$ can be compared with $1/\Delta$.

**The whole real line versus a finite spectrum.** The exponential form is derived from a product rule that holds for all real $x$ and $y$. A calculation has finitely many orbital energies, and agreement on those alone is a weaker condition. The result on $1/(x+y)$ does apply to a finite spectrum: in the second-order denominator, $x=\varepsilon_a-\varepsilon_i$ and $y=\varepsilon_b-\varepsilon_j$, and two distinct positive values for each are enough to rule out a single product. With only one occupied and one virtual level there is a single gap, and the obstruction is absent.

**One product versus a sum of products.** The theorems rule out a single product and leave other expansions open. A Cholesky decomposition of the matrix of values $1/(x+y)$, for example, also yields a sum of separable terms, but its individual terms need not be functions of $x+y$.

**If $g$ may vanish identically.** Take $g(x)=0$, $u(x)=0$ and $v(y)=1+y^2$. Then $g$ is continuous and $g(x+y)=u(x)v(y)$ everywhere, yet $v$ is not a multiple of an exponential. The conclusion of `factors_exponential` therefore fails if $g$ is allowed to be zero everywhere.

The fitted energy expression and its scaling are standard quantum chemistry, and they were not formalised.
